# Shifting the origin changes a real polynomial of degree at most L + 1 only by terms of degree at most L

Let p be a polynomial with real coefficients in n real coordinates, of total degree at most L + 1, where L is a natural number. The lemma says that replacing x by x - c, for any fixed real vector c, changes p by a polynomial of total degree at most L. In physical terms, moving the origin leaves the part of degree L + 1 as it was. The attempt proves a bound of this kind for single monomials, by induction on multiplication by a coordinate, and then adds up the monomials of p.

An attempt in Lean 4 with a fault in it:

```lean
import Mathlib

open MvPolynomial

namespace TotalDegreeShiftSubLe

noncomputable section

variable {n : ℕ}

/-- Recentring of a polynomial: `x` is replaced by `x - c`. -/
def shift (c : Fin n → ℝ) : MvPolynomial (Fin n) ℝ →ₐ[ℝ] MvPolynomial (Fin n) ℝ :=
  aeval (fun i => X i - C (c i))

/-- Recentring changes a polynomial of degree at most `L + 1` only by terms of degree
at most `L`. -/
theorem totalDegree_shift_sub_le (c : Fin n → ℝ) {L : ℕ} {p : MvPolynomial (Fin n) ℝ}
    (hp : p.totalDegree ≤ L + 1) : (shift c p - p).totalDegree ≤ L := by
  let P : MvPolynomial (Fin n) ℝ → Prop := fun f =>
    ∀ K, f.totalDegree ≤ K + 1 → (shift c f - f).totalDegree ≤ K
  have hC : ∀ a, shift c (C a) = C a := fun a => by simp [shift]
  have h0 : ∀ a, P (C a) := by
    intro a K _
    simp [hC]
  -- multiplication by a coordinate raises both degrees by one
  have hX : ∀ f i, P f → P (f * X i) := by
    intro f i hf K hK
    rcases eq_or_ne f 0 with rfl | hf0
    · simp
    · have e : shift c (f * X i) - f * X i =
          (shift c f - f) * (X i - C (c i)) - C (c i) * f := by
        rw [map_mul, show shift c (X i) = X i - C (c i) by simp [shift]]
        ring
      rw [totalDegree_mul_X hf0] at hK
      have hd : f.totalDegree ≤ K := by omega
      have h1 : ((shift c f - f) * (X i - C (c i))).totalDegree ≤ K := by
        cases K with
        | zero =>
          rw [totalDegree_eq_zero_iff_eq_C.mp (Nat.le_zero.mp hd), hC, sub_self,
            zero_mul, totalDegree_zero]
        | succ J =>
          refine (totalDegree_mul _ _).trans (Nat.add_le_add (hf J hd) ?_)
          exact (totalDegree_sub _ _).trans (by simp [totalDegree_X, totalDegree_C])
      rw [e]
      exact (totalDegree_sub _ _).trans (max_le h1
        ((totalDegree_mul _ _).trans (by rwa [totalDegree_C, zero_add])))
  have mono : ∀ (m : Fin n →₀ ℕ) (a : ℝ), P (monomial m a) :=
    fun m a => induction_on_monomial h0 hX m a
  -- sum over the monomials of `p`
  have e : shift c p - p = ∑ m ∈ p.support,
      (shift c (monomial m (p.coeff m)) - monomial m (p.coeff m)) := by
    rw [Finset.sum_sub_distrib, ← map_sum, ← p.as_sum]
  rw [e]
  exact Finset.sum_induction _ (fun f => f.totalDegree ≤ L)
    (fun f g hf hg => (totalDegree_add f g).trans (max_le hf hg)) (by simp)
    (fun m hm => mono m _ L
      (((totalDegree_monomial_le m _).trans (le_totalDegree hm)).trans hp))

end

end TotalDegreeShiftSubLe
```

The compiler's answer:

```
Main.lean:34:10: error(lean.unknownIdentifier): Unknown identifier `totalDegree_mul_X`
Main.lean:55:70: error: `simp` made no progress
Main.lean:56:17: error: Type mismatch
  mono m ?m.358 L (LE.le.trans (LE.le.trans (totalDegree_monomial_le m ?m.358) (le_totalDegree hm)) hp)
has type
  ((shift c) ((monomial m) ?m.358) - (monomial m) ?m.358).totalDegree ≤ L
but is expected to have type
  ?m.326 (?m.320 m) ≤ L
```

As a diff, the version that Lean accepts:

```diff
@@ -23,26 +23,34 @@
     intro a K _
     simp [hC]
-  -- multiplication by a coordinate raises both degrees by one
+  -- the degree bound passes from `f` to `f * X i`
   have hX : ∀ f i, P f → P (f * X i) := by
     intro f i hf K hK
-    rcases eq_or_ne f 0 with rfl | hf0
-    · simp
-    · have e : shift c (f * X i) - f * X i =
-          (shift c f - f) * (X i - C (c i)) - C (c i) * f := by
-        rw [map_mul, show shift c (X i) = X i - C (c i) by simp [shift]]
-        ring
-      rw [totalDegree_mul_X hf0] at hK
-      have hd : f.totalDegree ≤ K := by omega
-      have h1 : ((shift c f - f) * (X i - C (c i))).totalDegree ≤ K := by
-        cases K with
-        | zero =>
-          rw [totalDegree_eq_zero_iff_eq_C.mp (Nat.le_zero.mp hd), hC, sub_self,
-            zero_mul, totalDegree_zero]
-        | succ J =>
-          refine (totalDegree_mul _ _).trans (Nat.add_le_add (hf J hd) ?_)
-          exact (totalDegree_sub _ _).trans (by simp [totalDegree_X, totalDegree_C])
-      rw [e]
-      exact (totalDegree_sub _ _).trans (max_le h1
-        ((totalDegree_mul _ _).trans (by rwa [totalDegree_C, zero_add])))
+    have e : shift c (f * X i) - f * X i =
+        (shift c f - f) * (X i - C (c i)) - C (c i) * f := by
+      rw [map_mul, show shift c (X i) = X i - C (c i) by simp [shift]]
+      ring
+    have hd : f.totalDegree ≤ K := by
+      refine Finset.sup_le fun m hm => ?_
+      have hmem : m + Finsupp.single i 1 ∈ (f * X i).support := by
+        rw [mem_support_iff, coeff_mul_X]
+        exact mem_support_iff.mp hm
+      have h := (le_totalDegree hmem).trans hK
+      have hs : ∑ j, (m + Finsupp.single i 1 : Fin n →₀ ℕ) j = ∑ j, m j + 1 := by
+        simp [Finset.sum_add_distrib, Finsupp.single_apply]
+      rw [Finsupp.sum_fintype _ _ (fun _ => rfl)] at h
+      show (m.sum fun _ k => k) ≤ K
+      rw [Finsupp.sum_fintype _ _ (fun _ => rfl)]
+      omega
+    have h1 : ((shift c f - f) * (X i - C (c i))).totalDegree ≤ K := by
+      cases K with
+      | zero =>
+        rw [totalDegree_eq_zero_iff_eq_C.mp (Nat.le_zero.mp hd), hC, sub_self,
+          zero_mul, totalDegree_zero]
+      | succ J =>
+        refine (totalDegree_mul _ _).trans (Nat.add_le_add (hf J hd) ?_)
+        exact (totalDegree_sub _ _).trans (by simp [totalDegree_X, totalDegree_C])
+    rw [e]
+    exact (totalDegree_sub _ _).trans (max_le h1
+      ((totalDegree_mul _ _).trans (by rwa [totalDegree_C, zero_add])))
   have mono : ∀ (m : Fin n →₀ ℕ) (a : ℝ), P (monomial m a) :=
     fun m a => induction_on_monomial h0 hX m a
@@ -52,8 +60,9 @@
     rw [Finset.sum_sub_distrib, ← map_sum, ← p.as_sum]
   rw [e]
-  exact Finset.sum_induction _ (fun f => f.totalDegree ≤ L)
-    (fun f g hf hg => (totalDegree_add f g).trans (max_le hf hg)) (by simp)
-    (fun m hm => mono m _ L
-      (((totalDegree_monomial_le m _).trans (le_totalDegree hm)).trans hp))
+  refine Finset.sum_induction _ (fun f : MvPolynomial (Fin n) ℝ => f.totalDegree ≤ L)
+    (fun f g hf hg => (totalDegree_add f g).trans (max_le hf hg)) ?_ (fun m hm => ?_)
+  · simp
+  · exact mono m (p.coeff m) L
+      (((totalDegree_monomial_le m _).trans (le_totalDegree hm)).trans hp)
 
 end
```

What went wrong. The first error says that Lean finds no lemma called `totalDegree_mul_X`. The proof wanted it to show that `f` has degree at most `K` when `f * X i` has degree at most `K + 1`. The repair proves this directly: for each exponent `m` in the support of `f`, `m + Finsupp.single i 1` is in the support of `f * X i`, and its degree is one higher. This argument also covers `f = 0`, so the case split goes.

The other two errors come from `Finset.sum_induction`. In `fun f => f.totalDegree ≤ L` the type of `f` was not yet known, so Lean could not tell what `f.totalDegree` meant. The third message shows an unknown function, `?m.326`, in its place. `simp` could do nothing with the zero case, and the bound from `mono` did not match. The repair states the type of `f`, and uses `refine` to leave both goals until the predicate and the summands are known. Writing `p.coeff m` for `_` and rewording the comment are mere tidying.
